# Diffusive density modes give a tagged particle the single-file √t law

The mean-square displacement is defined here from density fluctuations, not from the trajectories of hard-core particles. Take a lattice gas on an infinite line with unit spacing, occupation c and density diffusion coefficient D. Its density mode of wavenumber k is assumed to have the correlation

C(k,t) = c(1−c) exp(−Dk²t).

The factor c(1−c) is the variance of a site that is filled independently with probability c, and the exponential is diffusive relaxation. Since particles cannot overtake, they share one displacement field u(x), which changes the density by −c du/dx to first order in the gradient. A displacement mode is therefore, up to a phase, the change in the density mode divided by ck. In equilibrium, where C(k,0) is the variance at both times, the variance of that change is 2[C(k,0) − C(k,t)], so

MSD(t) = (1/2π) ∫ 2[C(k,0) − C(k,t)]/(ck)² dk.

The integral runs over all real k, whereas a lattice has a largest wavenumber. This is a long-wavelength idealisation, suited to long times.

```lean
import Mathlib

open MeasureTheory Filter Set
open scoped Topology Real

namespace SingleFileDiffusion

noncomputable section

/-- Equilibrium correlation of the density mode of wavenumber `k` after time `t`, for a lattice
gas of occupation `c` and unit spacing: static strength `c (1 - c)`, diffusive decay. -/
def densityCorrelation (c D k t : ℝ) : ℝ :=
  c * (1 - c) * Real.exp (-D * k ^ 2 * t)

/-- Mean-square displacement of a tagged particle in the density-mode description, in which the
displacement mode is, up to a phase, the change of the density mode divided by `c k`. It is meant
for `0 < c ≤ 1` and `D t ≥ 0`, and its integrand for `k ≠ 0`. -/
def tracerMSD (c D t : ℝ) : ℝ :=
  1 / (2 * π) *
    ∫ k : ℝ, 2 * (densityCorrelation c D k 0 - densityCorrelation c D k t) / (c * k) ^ 2
```

`densityCorrelation` is C(k,t) and `tracerMSD` is MSD(t), with all arguments real. Microscopic exclusion dynamics is not formalised, so the √t law is proved for this definition.

## Dt ≥ 0: modes relax and the integral converges

Write a = Dt. Physically, a ≥ 0 says that density fluctuations do not grow: they decay if a > 0 and are unchanged if a = 0. By hand, it enters through

0 ≤ 1 − exp(−ak²) ≤ ak².

The left inequality needs a ≥ 0; the right one is eˣ ≥ 1 + x. Since 1 − exp(−ak²) is also at most 1,

(1 + k²)(1 − exp(−ak²)) ≤ ak² + k² = (a+1)k².

Dividing by k²(1 + k²) bounds the integrand by the Lorentzian (a+1)/(1+k²), which is integrable. For a < 0 the exponential grows and the integral diverges.

```lean
/-- For `a ≥ 0` the relaxed fraction `1 - exp (-a k²)` of a mode lies between `0` and `a k²`. -/
theorem relaxed_fraction_bounds {a : ℝ} (ha : 0 ≤ a) (k : ℝ) :
    0 ≤ 1 - Real.exp (-a * k ^ 2) ∧ 1 - Real.exp (-a * k ^ 2) ≤ a * k ^ 2 := by
  constructor
  · have h : -a * k ^ 2 ≤ 0 := by nlinarith [mul_nonneg ha (sq_nonneg k)]
    linarith [Real.exp_le_one_iff.2 h]
  · linarith [Real.add_one_le_exp (-a * k ^ 2)]

/-- For `a ≥ 0` the mode integrand `(1 - exp (-a k²)) / k²` is integrable over all
wavenumbers. -/
theorem integrable_modes {a : ℝ} (ha : 0 ≤ a) :
    Integrable (fun k : ℝ => (1 - Real.exp (-a * k ^ 2)) / k ^ 2) := by
  have hm : Measurable (fun k : ℝ => (1 - Real.exp (-a * k ^ 2)) / k ^ 2) := by fun_prop
  -- comparison with a Lorentzian
  have key : ∀ k : ℝ, ‖(1 - Real.exp (-a * k ^ 2)) / k ^ 2‖ ≤ (a + 1) * (1 + k ^ 2)⁻¹ := by
    intro k
    have hb := relaxed_fraction_bounds ha k
    rw [Real.norm_of_nonneg (div_nonneg hb.1 (sq_nonneg k))]
    by_cases hk : k = 0
    · have h : 0 ≤ (a + 1) * (1 + k ^ 2)⁻¹ := by positivity
      simpa [hk] using h
    · rw [← div_eq_mul_inv, div_le_div_iff₀ (by positivity) (by positivity)]
      nlinarith [mul_nonneg (Real.exp_pos (-a * k ^ 2)).le (sq_nonneg k)]
  exact (integrable_inv_one_add_sq.const_mul (a + 1)).mono' hm.aestronglyMeasurable
    (Eventually.of_forall key)
```

The first lemma is the two-sided bound, and the second makes the Lorentzian comparison in `key`. At k = 0 Lean's division gives 0 where the limit is a, but a single point does not affect the integral.

## D > 0 and t > 0: the integral is 2√(πDt)

Strict positivity means that the density really diffuses and that some time has passed. For k > 0, set

F(k) = −(1 − exp(−ak²))/k,

F′(k) = (1 − exp(−ak²))/k² − 2a exp(−ak²).

Since |F| is at most both ak and 1/k, it vanishes at both ends of the half-line. Integrating F′ gives 0, hence

∫₀^∞ (1 − exp(−ak²))/k² dk = 2a ∫₀^∞ exp(−ak²) dk = 2a · ½√(π/a) = √(πa).

The integrand is even, so the full integral is 2√(πDt). The Gaussian step needs a > 0. At a = 0 the integrand is zero and the formula still gives the right value, though not by this route.

Splitting the original fraction into 1/k² and exp(−ak²)/k² fails, because both parts diverge at k = 0. The split used here separates off a Gaussian, and both of its parts are integrable.

```lean
/-- For `a > 0` the integral of `(1 - exp (-a k²)) / k²` over positive wavenumbers is `√(π a)`. -/
theorem integral_half_line {a : ℝ} (ha : 0 < a) :
    ∫ k in Ioi (0 : ℝ), (1 - Real.exp (-a * k ^ 2)) / k ^ 2 = √(π * a) := by
  -- the boundary term of the integration by parts
  obtain ⟨F, hF⟩ : ∃ F : ℝ → ℝ, F = fun x => -((1 - Real.exp (-a * x ^ 2)) / x) := ⟨_, rfl⟩
  have hF0 : F 0 = 0 := by simp [hF]
  have habs : ∀ x, ‖F x‖ = (1 - Real.exp (-a * x ^ 2)) / |x| := by
    intro x
    rw [hF]
    simp only [norm_neg, norm_div, Real.norm_eq_abs,
      abs_of_nonneg (relaxed_fraction_bounds ha.le x).1]
  -- it vanishes at zero wavenumber
  have hsmall : ∀ x, ‖F x‖ ≤ a * |x| := by
    intro x
    by_cases hx : x = 0
    · simp [hx, hF0]
    · rw [habs, div_le_iff₀ (abs_pos.2 hx), mul_assoc, abs_mul_abs_self, ← pow_two]
      exact (relaxed_fraction_bounds ha.le x).2
  have hcont : ContinuousAt F 0 := by
    have hc : Continuous fun x : ℝ => a * |x| := by fun_prop
    have h0 : Tendsto (fun x : ℝ => a * |x|) (𝓝 0) (𝓝 0) := by simpa using hc.tendsto 0
    rw [ContinuousAt, hF0]
    exact squeeze_zero_norm hsmall h0
  -- and at infinite wavenumber
  have hlarge : ∀ x, ‖F x‖ ≤ |x|⁻¹ := by
    intro x
    rw [habs, div_eq_mul_inv]
    exact mul_le_of_le_one_left (by positivity) (by linarith [Real.exp_pos (-a * x ^ 2)])
  have hlim : Tendsto F atTop (𝓝 0) :=
    squeeze_zero_norm hlarge (tendsto_inv_atTop_zero.comp tendsto_abs_atTop_atTop)
  have hder : ∀ x ∈ Ioi (0 : ℝ), HasDerivAt F
      ((1 - Real.exp (-a * x ^ 2)) / x ^ 2 - 2 * a * Real.exp (-a * x ^ 2)) x := by
    intro x hx
    have hx0 : x ≠ 0 := ne_of_gt hx
    have h1 : HasDerivAt (fun y : ℝ => -a * y ^ 2) (-a * (2 * x)) x :=
      ((hasDerivAt_pow 2 x).const_mul (-a)).congr_deriv (by norm_num)
    rw [hF]
    refine ((h1.exp.const_sub 1).fun_div (hasDerivAt_id' x) hx0).fun_neg.congr_deriv ?_
    field_simp
    ring
  have hI := (integrable_modes ha.le).integrableOn (s := Ioi (0 : ℝ))
  have hG := ((integrable_exp_neg_mul_sq ha).const_mul (2 * a)).integrableOn (s := Ioi (0 : ℝ))
  have h : ∫ x in Ioi (0 : ℝ), ((1 - Real.exp (-a * x ^ 2)) / x ^ 2
      - 2 * a * Real.exp (-a * x ^ 2)) = 0 - F 0 :=
    integral_Ioi_of_hasDerivAt_of_tendsto hcont.continuousWithinAt hder (hI.sub hG) hlim
  rw [integral_sub hI hG, integral_const_mul, integral_gaussian_Ioi, hF0] at h
  have hs : √(π * a) = a * √(π / a) := by
    rw [show π * a = a ^ 2 * (π / a) by field_simp, Real.sqrt_mul (sq_nonneg a),
      Real.sqrt_sq ha.le]
  linarith

/-- For `D, t > 0` the integral of `(1 - exp (-D k² t)) / k²` over all wavenumbers is
`2 √(π D t)`. -/
theorem mode_integral {D t : ℝ} (hD : 0 < D) (ht : 0 < t) :
    ∫ k : ℝ, (1 - Real.exp (-D * k ^ 2 * t)) / k ^ 2 = 2 * √(π * D * t) := by
  have e : ∀ k : ℝ, -D * k ^ 2 * t = -(D * t) * k ^ 2 := fun k => by ring
  have h := integral_comp_abs (f := fun k : ℝ => (1 - Real.exp (-(D * t) * k ^ 2)) / k ^ 2)
  simp only [sq_abs] at h
  simp only [e]
  rw [h, integral_half_line (mul_pos hD ht), mul_assoc π D t]
```

In `integral_half_line`, `hsmall` and `hlarge` are the two bounds on F, and `hder` is its derivative. The facts `hI` and `hG` supply the integrability that `integral_sub` requires. `mode_integral` then doubles the half-line value with `integral_comp_abs`.

## c ≠ 0: there is a particle to follow

Dividing by ck converts density into displacement, which has no meaning in an empty lattice. For c ≠ 0 the prefactors combine:

MSD(t) = (1/2π) · 2c(1−c)/c² · ∫ (1 − exp(−Dk²t))/k² dk
= ((1−c)/c)(1/π) ∫ (1 − exp(−Dk²t))/k² dk.

```lean
/-- At nonzero occupation `c`, the mean-square displacement times `c` is `(1 - c) / π` times the
integral of `(1 - exp (-D k² t)) / k²`. -/
theorem tracerMSD_modes {c : ℝ} (hc : c ≠ 0) (D t : ℝ) :
    c * tracerMSD c D t =
      (1 - c) * (1 / π * ∫ k : ℝ, (1 - Real.exp (-D * k ^ 2 * t)) / k ^ 2) := by
  have h : ∀ k : ℝ,
      2 * (densityCorrelation c D k 0 - densityCorrelation c D k t) / (c * k) ^ 2 =
        2 * (1 - c) / c * ((1 - Real.exp (-D * k ^ 2 * t)) / k ^ 2) := by
    intro k
    by_cases hk : k = 0
    · simp [hk]
    · simp only [densityCorrelation, mul_zero, Real.exp_zero]
      rw [div_mul_div_comm, div_eq_div_iff (by positivity) (by positivity)]
      ring
  simp only [tracerMSD, h]
  rw [integral_const_mul]
  -- only the prefactors remain to be compared
  generalize (∫ k : ℝ, (1 - Real.exp (-D * k ^ 2 * t)) / k ^ 2) = I
  field_simp
```

The theorem states this multiplied through by c, for any real D and t. When Dt < 0 the integral on the right diverges and Lean gives 0 on both sides, so the identity has physical content only for Dt ≥ 0. The proof matches the integrands pointwise, moves the constant outside the integral and compares prefactors.

## 0 < c < 1: particles and vacancies are both present

Inserting the integral gives

MSD(t) = ((1−c)/c) · 2√(πDt)/π = ((1−c)/c)√(4Dt/π).

The condition c < 1 provides vacancies to move into. At c = 1 the formula gives zero: the file is jammed, and positivity and growth are lost. For c > 1 it would give a negative mean square.

```lean
/-- Single-file law: for `0 < c < 1` and `D, t > 0` the mean-square displacement of the tagged
particle is `((1 - c) / c) √(4 D t / π)`, and it is positive. -/
theorem single_file_law {c D t : ℝ} (hc : 0 < c) (hc1 : c < 1) (hD : 0 < D) (ht : 0 < t) :
    tracerMSD c D t = (1 - c) / c * √(4 * D * t / π) ∧ 0 < tracerMSD c D t := by
  have hπ : π ≠ 0 := Real.pi_ne_zero
  have h := tracerMSD_modes hc.ne' D t
  rw [mode_integral hD ht] at h
  have hs : √(4 * D * t / π) = 2 / π * √(π * D * t) := by
    have e : 4 * D * t / π = (2 / π) ^ 2 * (π * D * t) := by
      rw [div_pow, div_mul_eq_mul_div, div_eq_div_iff hπ (pow_ne_zero 2 hπ)]
      ring
    rw [e, Real.sqrt_mul (sq_nonneg _), Real.sqrt_sq (by positivity)]
  have law : tracerMSD c D t = (1 - c) / c * √(4 * D * t / π) := by
    rw [hs, div_mul_eq_mul_div, eq_div_iff hc.ne']
    linear_combination h
  refine ⟨law, ?_⟩
  rw [law]
  exact mul_pos (div_pos (sub_pos.2 hc1) hc) (Real.sqrt_pos.2 (by positivity))
```

`single_file_law` states both the value and its positivity. The value follows from the two preceding theorems after the square root is rewritten in `hs`; `hc1` is used for the sign.

For long times, put K = ((1−c)/c)√(4D/π) > 0. Then

MSD(t) = K√t and MSD(t)/t = K/√t.

The first grows without bound and the second tends to zero. In a simulation of non-passing particles, a diffusion coefficient read from MSD/(2t) would thus keep falling with time, as far as this infinite-line density-mode model applies.

```lean
/-- For `0 < c < 1` and `D > 0` the mean-square displacement grows without bound at long times,
while its ratio to the time tends to zero. -/
theorem subdiffusion {c D : ℝ} (hc : 0 < c) (hc1 : c < 1) (hD : 0 < D) :
    Tendsto (fun t => tracerMSD c D t) atTop atTop ∧
      Tendsto (fun t => tracerMSD c D t / t) atTop (𝓝 0) := by
  obtain ⟨K, hK⟩ : ∃ K : ℝ, K = (1 - c) / c * √(4 * D / π) := ⟨_, rfl⟩
  have hKpos : 0 < K := by
    rw [hK]
    exact mul_pos (div_pos (sub_pos.2 hc1) hc) (Real.sqrt_pos.2 (by positivity))
  -- the law is a constant times the square root of time
  have hlaw : ∀ t : ℝ, 0 < t → tracerMSD c D t = K * √t := by
    intro t ht
    rw [(single_file_law hc hc1 hD ht).1, hK, show 4 * D * t / π = 4 * D / π * t by ring,
      Real.sqrt_mul (by positivity), mul_assoc]
  constructor
  · refine (Real.tendsto_sqrt_atTop.const_mul_atTop hKpos).congr' ?_
    filter_upwards [eventually_gt_atTop 0] with t ht
    exact (hlaw t ht).symm
  · have h : Tendsto (fun t : ℝ => K * (√t)⁻¹) atTop (𝓝 0) := by
      simpa using (tendsto_inv_atTop_zero.comp Real.tendsto_sqrt_atTop).const_mul K
    refine h.congr' ?_
    filter_upwards [eventually_gt_atTop 0] with t ht
    rw [hlaw t ht, mul_div_assoc, Real.sqrt_div_self]
```

Both limits are taken for K√t and K/√t, then transferred to `tracerMSD` by `congr'`, since the law holds for every t > 0.

## All the bounds together: slower than free diffusion at late times

A free particle with the same D has mean-square displacement 2Dt. With 0 < c < 1 and D, t > 0, both sides of the comparison are positive and may be squared:

((1−c)/c)² · 4Dt/π < 4D²t²,

which is equivalent to

(1−c)² < πDtc².

The single-file value therefore lies below the free one only after the time (1−c)²/(πDc²). Before that the formula exceeds free diffusion. If particles hop at one fixed rate to either neighbouring site whenever it is empty, D is also the diffusion coefficient of a lone particle, and in equilibrium blocking keeps the true mean-square displacement of a tagged particle from exceeding 2Dt. In that case the excess shows that the long-wavelength description is being used too early. If c > 1 were allowed, the negative value of the mean square would always lie below 2Dt, and the equivalence would fail at short times.

```lean
/-- For `0 < c < 1` and `D, t > 0` the single-file mean-square displacement is below the free
value `2 D t` exactly when `(1 - c)² < π D t c²`. -/
theorem below_free_diffusion_iff {c D t : ℝ} (hc : 0 < c) (hc1 : c < 1) (hD : 0 < D)
    (ht : 0 < t) : tracerMSD c D t < 2 * D * t ↔ (1 - c) ^ 2 < π * D * t * c ^ 2 := by
  have hr : 0 ≤ (1 - c) / c := (div_pos (sub_pos.2 hc1) hc).le
  have e : (1 - c) / c * √(4 * D * t / π) = √(((1 - c) / c) ^ 2 * (4 * D * t / π)) := by
    rw [Real.sqrt_mul (sq_nonneg _), Real.sqrt_sq hr]
  have hid : (2 * D * t) ^ 2 - ((1 - c) / c) ^ 2 * (4 * D * t / π) =
      4 * D * t / (π * c ^ 2) * (π * D * t * c ^ 2 - (1 - c) ^ 2) := by
    field_simp
    ring
  have hpos : 0 < 4 * D * t / (π * c ^ 2) := by positivity
  rw [(single_file_law hc hc1 hD ht).1, e, Real.sqrt_lt' (by positivity), ← sub_pos, hid,
    mul_pos_iff_of_pos_left hpos, sub_pos]

end

end SingleFileDiffusion
```

Here `hr` uses the bounds on c to bring the prefactor under the square root, `Real.sqrt_lt'` does the squaring, and `hid` factors the difference of squares into a positive factor times πDtc² − (1−c)².

```lean
#print axioms SingleFileDiffusion.single_file_law
#print axioms SingleFileDiffusion.subdiffusion
#print axioms SingleFileDiffusion.below_free_diffusion_iff
```

```
'SingleFileDiffusion.single_file_law' depends on axioms: [propext, Classical.choice, Quot.sound]
'SingleFileDiffusion.subdiffusion' depends on axioms: [propext, Classical.choice, Quot.sound]
'SingleFileDiffusion.below_free_diffusion_iff' depends on axioms: [propext, Classical.choice, Quot.sound]
```
